# The Runge–Lenz vector Poisson-commutes with the Kepler Hamiltonian away from the centre, and its brackets give $-2mH$ times the angular momentum

Positions and momenta are represented here as plain triples of real numbers, `Fin 3 → ℝ`, and the distance from the centre of force is defined explicitly as $r=\sqrt{q\cdot q}$. The separate definition is needed because Mathlib's norm on such triples is the largest absolute component, which would give a different potential.

For position $q\neq0$, momentum $p$, mass $m\neq0$ and real coupling $k$, set

$$H=\frac{p\cdot p}{2m}-\frac kr,\qquad L=q\times p,\qquad A=p\times L-mk\,\frac qr .$$

With components numbered $0,1,2$ as in the code, the identities are

$$\{A_i,H\}=0,\qquad \{A_i,A_j\}=-2mH\sum_l\varepsilon_{ijl}L_l .$$

Here $\varepsilon_{ijl}$ is the Levi-Civita symbol, and $\{F,G\}=\sum_l(\partial_{q_l}F\,\partial_{p_l}G-\partial_{p_l}F\,\partial_{q_l}G)$. In a two-body problem $m$ is the reduced mass. The constant $k$ is the strength of the inverse-square force, positive for attraction and negative for repulsion.

## Detecting perihelion drift in an orbit integrator

A two-body test run can keep $H$ and $L$ nearly constant while the ellipse slowly turns in its plane. The direction of $A$ exposes this error, since for a bound non-circular orbit $A$ points towards perihelion. For motion in the plane of components 0 and 1, a code evaluates `L = cross(q, p)` and `A = cross(p, L) - m*k*q/r` at each output step and records `atan2(A[1], A[0])`. A steady trend in that angle is numerical precession.

The length of $A$ gives no independent test, because $A\cdot A=2mH\,L\cdot L+m^2k^2$.

These are classical identities for one particle in a pure $1/r$ potential; their quantum analogue accounts for the degeneracy in orbital angular momentum of the nonrelativistic hydrogen levels.

## From partial derivatives to the brackets

Write $u=1/r$, $P=p\cdot p$ and $s=q\cdot p$. Expanding the double cross product gives

$$A_i=q_iP-p_is-mk\,q_iu .$$

Since $\partial u/\partial q_l=-q_lu^3$, the derivatives are

$$\frac{\partial A_i}{\partial q_l}=(P-mku)\delta_{il}-p_ip_l+mk\,u^3q_iq_l,\qquad
\frac{\partial A_i}{\partial p_l}=2q_ip_l-s\,\delta_{il}-p_iq_l,$$

$$\frac{\partial H}{\partial q_l}=k\,q_lu^3,\qquad \frac{\partial H}{\partial p_l}=\frac{p_l}{m}.$$

**Bracket with $H$.** The two sums over $l$ are

$$\sum_l\frac{\partial A_i}{\partial q_l}\frac{\partial H}{\partial p_l}=-k\,p_iu+k\,s\,q_iu^3,$$

$$\sum_l\frac{\partial A_i}{\partial p_l}\frac{\partial H}{\partial q_l}=ku^3\bigl(s\,q_i-p_i\,q\cdot q\bigr)=k\,s\,q_iu^3-k\,p_iu,$$

where the last step uses $u^2\,q\cdot q=1$. They are equal, so the bracket vanishes.

**Bracket of two components.** Let $T_{ij}=\sum_l(\partial A_i/\partial q_l)(\partial A_j/\partial p_l)$. Multiplying out, again with $u^2\,q\cdot q=1$,

$$T_{ij}=(P-mku)(2p_iq_j-s\delta_{ij}-q_ip_j)-2P\,p_iq_j+2s\,p_ip_j+mk\,u^3s\,q_iq_j-mku\,q_ip_j .$$

The bracket is $T_{ij}-T_{ji}$, in which the symmetric terms cancel. With $W_{ij}=q_ip_j-q_jp_i$,

$$\{A_i,A_j\}=\bigl[-3(P-mku)+2P-mku\bigr]W_{ij}=(-P+2mku)W_{ij}.$$

The prefactor is $-2mH$, and $W_{ij}=\sum_l\varepsilon_{ijl}L_l$.

**Length and orbit.** Since $p\perp L$, one has $|p\times L|^2=P\,L\cdot L$, and $q\cdot(p\times L)=L\cdot L$. Hence

$$A\cdot A=(P-2mku)\,L\cdot L+m^2k^2=2mH\,L\cdot L+m^2k^2 .$$

Also $q\cdot A=L\cdot L-mkr$. Division by $r$ gives the orbit equation $L\cdot L/r=mk+q\cdot A/r$.

## Values at an aphelion

Take $m=k=1$, $q=(2,0,0)$ and $p=(0,\tfrac12,0)$. Then $L=(0,0,1)$, $H=\tfrac18-\tfrac12=-\tfrac38$ and $A=(\tfrac12,0,0)-(1,0,0)=(-\tfrac12,0,0)$. The vector points away from the particle, as it should at aphelion.

The derivative formulas give $\{A_0,A_1\}=\tfrac14\cdot(-1)-2\cdot(-\tfrac12)=\tfrac34$, which equals $-2mHL_2$. The length relation reads $\tfrac14=-\tfrac34+1$, and the orbit equation reads $\tfrac12=1-\tfrac12$.

## The Lean file

```lean
import Mathlib

open Matrix

namespace KeplerHiddenSymmetry

noncomputable section

/-- Vectors of three-dimensional space, used for positions and momenta. -/
abbrev V3 := Fin 3 → ℝ

/-- The Euclidean distance from the centre of force. -/
def radius (q : V3) : ℝ := √(q ⬝ᵥ q)

/-- The Kepler Hamiltonian: kinetic energy plus the potential `-k/r`. -/
def energy (m k : ℝ) (q p : V3) : ℝ := p ⬝ᵥ p / (2 * m) - k / radius q

/-- The angular momentum `q × p`. -/
def angMom (q p : V3) : V3 := q ⨯₃ p

/-- The Runge-Lenz vector `p × L - m k q / r`. -/
def lenz (m k : ℝ) (q p : V3) : V3 := p ⨯₃ (angMom q p) - (m * k / radius q) • q

/-- The partial derivative of a phase-space function with respect to the position `q_l`. -/
def dq (F : V3 → V3 → ℝ) (l : Fin 3) (q p : V3) : ℝ :=
  deriv (fun t : ℝ => F (q + t • (Pi.single l 1 : V3)) p) 0

/-- The partial derivative of a phase-space function with respect to the momentum `p_l`. -/
def dp (F : V3 → V3 → ℝ) (l : Fin 3) (q p : V3) : ℝ :=
  deriv (fun t : ℝ => F q (p + t • (Pi.single l 1 : V3))) 0

/-- The canonical Poisson bracket of two phase-space functions. -/
def poisson (F G : V3 → V3 → ℝ) (q p : V3) : ℝ :=
  ∑ l, (dq F l q p * dp G l q p - dp F l q p * dq G l q p)

/-- The Levi-Civita symbol on three indices, written as a product of index differences. -/
def leviCivita (i j l : Fin 3) : ℝ :=
  ((j.val : ℝ) - i.val) * ((l.val : ℝ) - i.val) * ((l.val : ℝ) - j.val) / 2

/-- Derivatives along a straight line of the coordinates, of the scalar product with a fixed
vector, and of the squared length. -/
theorem hasDerivAt_line (q v : V3) :
    (∀ i, HasDerivAt (fun t : ℝ => (q + t • v) i) (v i) 0) ∧
    (∀ w : V3, HasDerivAt (fun t : ℝ => (q + t • v) ⬝ᵥ w) (v ⬝ᵥ w) 0) ∧
    HasDerivAt (fun t : ℝ => (q + t • v) ⬝ᵥ (q + t • v)) (2 * (q ⬝ᵥ v)) 0 := by
  have hl : ∀ i, HasDerivAt (fun t : ℝ => (q + t • v) i) (v i) 0 := by
    intro i
    have h := ((hasDerivAt_id' (0 : ℝ)).mul_const (v i)).const_add (q i)
    rw [one_mul] at h
    exact h
  refine ⟨hl, fun w => ?_, ?_⟩
  · have h : HasDerivAt (fun t : ℝ => ∑ i, (q + t • v) i * w i) (∑ i, v i * w i) 0 :=
      HasDerivAt.fun_sum fun i _ => (hl i).mul_const (w i)
    exact h
  · have h : HasDerivAt (fun t : ℝ => ∑ i, (q + t • v) i * (q + t • v) i)
        (∑ i, (v i * (q + (0 : ℝ) • v) i + (q + (0 : ℝ) • v) i * v i)) 0 :=
      HasDerivAt.fun_sum fun i _ => (hl i).fun_mul (hl i)
    refine h.congr_deriv ?_
    simp only [zero_smul, add_zero, dotProduct, Finset.mul_sum]
    exact Finset.sum_congr rfl fun i _ => by ring

/-- Away from the centre the squared distance is positive, and the inverse radius squared
times the sum of squared coordinates is one. -/
theorem inv_radius_sq {q : V3} (hq : q ≠ 0) :
    0 < q ⬝ᵥ q ∧ (radius q)⁻¹ ^ 2 * (q 0 * q 0 + q 1 * q 1 + q 2 * q 2) = 1 := by
  have hpos : 0 < q ⬝ᵥ q := by
    obtain ⟨i, hi⟩ := Function.ne_iff.mp hq
    show 0 < ∑ i, q i * q i
    exact Finset.sum_pos' (fun i _ => mul_self_nonneg _)
      ⟨i, Finset.mem_univ i, mul_self_pos.mpr hi⟩
  have hs : radius q ^ 2 = q ⬝ᵥ q := Real.sq_sqrt hpos.le
  have e : q 0 * q 0 + q 1 * q 1 + q 2 * q 2 = q ⬝ᵥ q := by
    simp only [dotProduct, Fin.sum_univ_three]
  refine ⟨hpos, ?_⟩
  rw [e, ← hs, inv_pow]
  exact inv_mul_cancel₀ (by rw [hs]; exact hpos.ne')

/-- The directional derivative of `1/r` along `v` is `-(q·v)/r³` away from the centre. -/
theorem hasDerivAt_inv_radius {q : V3} (hq : q ≠ 0) (v : V3) :
    HasDerivAt (fun t : ℝ => (radius (q + t • v))⁻¹)
      (-(q ⬝ᵥ v) * (radius q)⁻¹ ^ 3) 0 := by
  have hpos := (inv_radius_sq hq).1
  have h2 := (hasDerivAt_line q v).2.2.sqrt
    (by simp only [zero_smul, add_zero]; exact hpos.ne')
  have h3 := h2.inv
    (by simp only [zero_smul, add_zero]; exact (Real.sqrt_pos.mpr hpos).ne')
  refine h3.congr_deriv ?_
  simp only [zero_smul, add_zero, radius]
  ring

/-- The components of the Runge-Lenz vector with the double cross product expanded. -/
theorem lenz_apply (m k : ℝ) (q p : V3) (i : Fin 3) :
    lenz m k q p i =
      q i * (p ⬝ᵥ p) - p i * (q ⬝ᵥ p) - m * k * (q i * (radius q)⁻¹) := by
  fin_cases i <;>
    simp [lenz, angMom, cross_apply, dotProduct, Fin.sum_univ_three, div_eq_mul_inv] <;> ring

/-- Directional derivatives of the Runge-Lenz vector in position and in momentum. -/
theorem hasDerivAt_lenz (m k : ℝ) {q : V3} (hq : q ≠ 0) (p v : V3) (i : Fin 3) :
    HasDerivAt (fun t : ℝ => lenz m k (q + t • v) p i)
      (v i * (p ⬝ᵥ p) - p i * (p ⬝ᵥ v)
        - m * k * (v i * (radius q)⁻¹ - q i * (q ⬝ᵥ v) * (radius q)⁻¹ ^ 3)) 0 ∧
    HasDerivAt (fun t : ℝ => lenz m k q (p + t • v) i)
      (2 * q i * (p ⬝ᵥ v) - v i * (q ⬝ᵥ p) - p i * (q ⬝ᵥ v)) 0 := by
  obtain ⟨hl, hd, -⟩ := hasDerivAt_line q v
  obtain ⟨pl, pd, ps⟩ := hasDerivAt_line p v
  simp only [lenz_apply]
  constructor
  · have h := (((hl i).mul_const (p ⬝ᵥ p)).fun_sub ((hd p).const_mul (p i))).fun_sub
      (((hl i).fun_mul (hasDerivAt_inv_radius hq v)).const_mul (m * k))
    refine h.congr_deriv ?_
    simp only [zero_smul, add_zero]
    rw [dotProduct_comm v p]
    ring
  · have hqp : HasDerivAt (fun t : ℝ => q ⬝ᵥ (p + t • v)) (q ⬝ᵥ v) 0 := by
      simpa only [dotProduct_comm q] using pd q
    have h := ((ps.const_mul (q i)).fun_sub ((pl i).fun_mul hqp)).sub_const
      (m * k * (q i * (radius q)⁻¹))
    refine h.congr_deriv ?_
    simp only [zero_smul, add_zero]
    ring

/-- Directional derivatives of the Kepler Hamiltonian in position and in momentum. -/
theorem hasDerivAt_energy (m k : ℝ) {q : V3} (hq : q ≠ 0) (p v : V3) :
    HasDerivAt (fun t : ℝ => energy m k (q + t • v) p)
      (k * (q ⬝ᵥ v) * (radius q)⁻¹ ^ 3) 0 ∧
    HasDerivAt (fun t : ℝ => energy m k q (p + t • v)) ((p ⬝ᵥ v) * m⁻¹) 0 := by
  simp only [energy, div_eq_mul_inv]
  constructor
  · have h := ((hasDerivAt_inv_radius hq v).const_mul k).const_sub (p ⬝ᵥ p * (2 * m)⁻¹)
    exact h.congr_deriv (by ring)
  · have h := ((hasDerivAt_line p v).2.2.mul_const (2 * m)⁻¹).sub_const (k * (radius q)⁻¹)
    exact h.congr_deriv (by ring)

/-- Every component of the Runge-Lenz vector Poisson-commutes with the Kepler Hamiltonian
away from the centre of force. -/
theorem poisson_lenz_energy {m : ℝ} (hm : m ≠ 0) (k : ℝ) {q : V3} (hq : q ≠ 0) (p : V3)
    (i : Fin 3) : poisson (fun q p => lenz m k q p i) (energy m k) q p = 0 := by
  have hu := (inv_radius_sq hq).2
  have d1 := fun v i => (hasDerivAt_lenz m k hq p v i).1.deriv
  have d2 := fun v i => (hasDerivAt_lenz m k hq p v i).2.deriv
  have d3 := fun v => (hasDerivAt_energy m k hq p v).1.deriv
  have d4 := fun v => (hasDerivAt_energy m k hq p v).2.deriv
  have e : ∀ (w : V3) (l : Fin 3), w ⬝ᵥ (Pi.single l 1 : V3) = w l := by intro w l; simp
  have h3 : ∀ i : Fin 3, i = 0 ∨ i = 1 ∨ i = 2 := by decide
  -- the two relations used: `q·q / r² = 1` and `m / m = 1`
  have hc : k * (radius q)⁻¹ * p i *
      ((radius q)⁻¹ ^ 2 * (q 0 * q 0 + q 1 * q 1 + q 2 * q 2) - 1) = 0 := by
    rw [hu, sub_self, mul_zero]
  have hd : k * (p i * (radius q)⁻¹ - q i * (q 0 * p 0 + q 1 * p 1 + q 2 * p 2)
      * (radius q)⁻¹ ^ 3) * (m * m⁻¹ - 1) = 0 := by
    rw [mul_inv_cancel₀ hm, sub_self, mul_zero]
  simp only [poisson, dq, dp, d1, d2, d3, d4, e]
  generalize m⁻¹ = w at hd ⊢
  rcases h3 i with rfl | rfl | rfl <;>
    (simp only [dotProduct, Fin.sum_univ_three, Pi.single_apply, Fin.reduceEq, ↓reduceIte]
     linear_combination hc - hd)

/-- The Poisson brackets of the Runge-Lenz components among themselves give the angular
momentum times `-2mH`. -/
theorem poisson_lenz_lenz {m : ℝ} (hm : m ≠ 0) (k : ℝ) {q : V3} (hq : q ≠ 0) (p : V3)
    (i j : Fin 3) :
    poisson (fun q p => lenz m k q p i) (fun q p => lenz m k q p j) q p =
      -2 * m * energy m k q p * ∑ l, leviCivita i j l * angMom q p l := by
  have hu := (inv_radius_sq hq).2
  have d1 := fun v i => (hasDerivAt_lenz m k hq p v i).1.deriv
  have d2 := fun v i => (hasDerivAt_lenz m k hq p v i).2.deriv
  have e : ∀ (w : V3) (l : Fin 3), w ⬝ᵥ (Pi.single l 1 : V3) = w l := by intro w l; simp
  have h3 : ∀ i : Fin 3, i = 0 ∨ i = 1 ∨ i = 2 := by decide
  -- the contracted angular momentum is the antisymmetric tensor `q_i p_j - q_j p_i`
  have a0 : angMom q p 0 = q 1 * p 2 - q 2 * p 1 := congrFun (cross_apply q p) 0
  have a1 : angMom q p 1 = q 2 * p 0 - q 0 * p 2 := congrFun (cross_apply q p) 1
  have a2 : angMom q p 2 = q 0 * p 1 - q 1 * p 0 := congrFun (cross_apply q p) 2
  have hL : ∑ l, leviCivita i j l * angMom q p l = q i * p j - q j * p i := by
    rcases h3 i with rfl | rfl | rfl <;> rcases h3 j with rfl | rfl | rfl <;>
      norm_num [leviCivita, Fin.sum_univ_three, a0, a1, a2]
  have hE : -2 * m * energy m k q p = -(p ⬝ᵥ p) + 2 * m * k * (radius q)⁻¹ := by
    simp only [energy, div_eq_mul_inv, mul_inv]
    linear_combination (-(p ⬝ᵥ p)) * (mul_inv_cancel₀ hm)
  have hc : m * k * (radius q)⁻¹ * (q i * p j - q j * p i) *
      ((radius q)⁻¹ ^ 2 * (q 0 * q 0 + q 1 * q 1 + q 2 * q 2) - 1) = 0 := by
    rw [hu, sub_self, mul_zero]
  rw [hL, hE]
  simp only [poisson, dq, dp, d1, d2, e]
  rcases h3 i with rfl | rfl | rfl <;> rcases h3 j with rfl | rfl | rfl <;>
    (simp only [dotProduct, Fin.sum_univ_three, Pi.single_apply, Fin.reduceEq, ↓reduceIte]
     linear_combination -hc)

/-- The squared length of the Runge-Lenz vector is `2mH L² + m²k²`. -/
theorem lenz_sq {m : ℝ} (hm : m ≠ 0) (k : ℝ) {q : V3} (hq : q ≠ 0) (p : V3) :
    lenz m k q p ⬝ᵥ lenz m k q p =
      2 * m * energy m k q p * (angMom q p ⬝ᵥ angMom q p) + (m * k) ^ 2 := by
  have hu := (inv_radius_sq hq).2
  have hE : 2 * m * energy m k q p = p ⬝ᵥ p - 2 * m * k * (radius q)⁻¹ := by
    simp only [energy, div_eq_mul_inv, mul_inv]
    linear_combination (p ⬝ᵥ p) * (mul_inv_cancel₀ hm)
  rw [hE, angMom, cross_dot_cross]
  simp only [dotProduct, Fin.sum_univ_three, lenz_apply]
  linear_combination (m * k) ^ 2 * hu

/-- The orbit equation: `L²/r` equals `mk` plus the component of the Runge-Lenz vector along
the direction of the position. -/
theorem orbit_equation (m k : ℝ) {q : V3} (hq : q ≠ 0) (p : V3) :
    (angMom q p ⬝ᵥ angMom q p) / radius q = m * k + (q ⬝ᵥ lenz m k q p) / radius q := by
  have hu := (inv_radius_sq hq).2
  rw [angMom, cross_dot_cross]
  simp only [dotProduct, Fin.sum_univ_three, lenz_apply, div_eq_mul_inv]
  linear_combination m * k * hu

end

end KeplerHiddenSymmetry
```

```lean
#print axioms KeplerHiddenSymmetry.poisson_lenz_energy
-- 'KeplerHiddenSymmetry.poisson_lenz_energy' depends on axioms: [propext, Classical.choice, Quot.sound]
#print axioms KeplerHiddenSymmetry.poisson_lenz_lenz
-- 'KeplerHiddenSymmetry.poisson_lenz_lenz' depends on axioms: [propext, Classical.choice, Quot.sound]
#print axioms KeplerHiddenSymmetry.lenz_sq
-- 'KeplerHiddenSymmetry.lenz_sq' depends on axioms: [propext, Classical.choice, Quot.sound]
#print axioms KeplerHiddenSymmetry.orbit_equation
-- 'KeplerHiddenSymmetry.orbit_equation' depends on axioms: [propext, Classical.choice, Quot.sound]
```

## How the proof follows the calculation

`hasDerivAt_line` differentiates coordinates and scalar products along a straight line, and `hasDerivAt_inv_radius` does the same for $1/r$. `lenz_apply` is the expansion of $A_i$. From these, `hasDerivAt_lenz` and `hasDerivAt_energy` obtain the derivatives along any direction $v$; setting $v$ to a coordinate direction gives the table above.

In `poisson_lenz_energy` and `poisson_lenz_lenz`, these values replace the partial derivatives in the bracket. The proof then splits into the possible index values, and `linear_combination` checks each resulting polynomial identity. The relation $u^2\,q\cdot q=1$ comes from `inv_radius_sq` and enters through `hc`; in the first theorem `hd` supplies $m\,m^{-1}=1$. In the second, `hL` identifies the contracted angular momentum with $W_{ij}$ and `hE` rewrites $-2mH$.

`lenz_sq` and `orbit_equation` use `cross_dot_cross` to write $L\cdot L$ as $(q\cdot q)(p\cdot p)-(q\cdot p)^2$, and then the same relation for $u$.

## What the theorems say about a simulation

`poisson_lenz_energy` and `poisson_lenz_lenz` hold at every phase-space point with `q ≠ 0`, for every real `k` and every `m ≠ 0`, which includes all physical masses. The momentum may be zero, and the orbit may be bound or unbound. `dq` and `dp` are one-variable derivatives along coordinate lines, and `poisson` combines them with the sign convention stated above. Lean's `deriv` returns zero where a function is not differentiable, so the `HasDerivAt` lemmas matter: they show that the derivatives used here exist.

The theorems concern exact real arithmetic at a single point. Constancy of $A$ in time follows from the first bracket through Hamilton's equations and the chain rule, a step that the file does not contain. Discretisation and rounding errors are not bounded, and collisions at $q=0$ are excluded. A softened potential, a third body or a relativistic correction changes $H$, and $A$ is then in general no longer conserved; drift in such a run may be physical.
